# The Pulay term in the energy derivative of a variational state with a moving basis

Consider a geometry optimisation with atom-centred basis functions and a method that determines all its coefficients variationally. The analytic force on a nucleus is computed after the coefficients have been determined at the current geometry. The program adds to the expectation value of the differentiated Hamiltonian a term containing the derivatives of the basis functions, and it does not solve for the derivatives of the coefficients. The result below justifies that step for one real parameter t, a bounded Hamiltonian and a normalised state expanded linearly in finitely many basis functions. The parameter can be read as one nuclear coordinate; the force is then −E'.

## State, energy and residual

Let V be a complex inner-product space, with ⟨x,y⟩ antilinear in x and linear in y. V may have any dimension and need not be complete. The index i runs over a finite set `ι`, which labels the basis functions.

```lean
import Mathlib

open scoped ComplexConjugate

namespace PulayCorrection

noncomputable section

variable {V : Type*} [NormedAddCommGroup V] [InnerProductSpace ℂ V]
variable {ι : Type*} [Fintype ι]
```

The functions φᵢ need not be orthogonal, and they need not span V. With complex coefficients cᵢ, the trial state is

ψ = Σᵢ cᵢ φᵢ.

```lean
/-- The trial state `∑ cᵢ φᵢ` with coefficients `c` in the basis functions `φ`. -/
def trial (c : ι → ℂ) (φ : ι → V) : V := ∑ i, c i • φ i
```

For a bounded operator A, written `V →L[ℂ] V`, the energy is defined as a real number:

E = Re⟨ψ,Aψ⟩.

If A is symmetric, the real part discards nothing. This is the usual expectation value when ψ has unit norm, which the theorems on the energy derivative assume.

```lean
/-- The energy `Re ⟨ψ, A ψ⟩` of a state `ψ` for the Hamiltonian `A`. -/
def energy (A : V →L[ℂ] V) (ψ : V) : ℝ := (inner ℂ ψ (A ψ)).re
```

For a symmetric A and a unit vector ψ, the residual measures how far ψ is from being an eigenvector:

r = (A − E)ψ.

```lean
/-- The residual `(A - E) ψ`, where `E` is the energy of `ψ`. -/
def residual (A : V →L[ℂ] V) (ψ : V) : V := A ψ - (energy A ψ : ℂ) • ψ
```

The variational condition is ⟨φᵢ,r⟩ = 0 for every i. Written with matrix elements, it is the generalised eigenvalue problem for the coefficients,

Σⱼ (⟨φᵢ,Aφⱼ⟩ − E⟨φᵢ,φⱼ⟩) cⱼ = 0.

The residual itself may be nonzero; it only has to be orthogonal to the basis.

## The energy along a path of unit vectors

Now let the Hamiltonian H(t) and the state ψ(t) both depend on t. A prime denotes the derivative at t₀. The product rule gives

(Hψ)' = H'ψ + Hψ'.

In Lean, `HasDerivAt H H' t₀` says that H is differentiable at t₀ in the operator norm, with derivative `H'`. The operators are complex-linear but the parameter is real, so the proof first regards them as real-linear maps and then applies the product rule for a moving operator acting on a moving vector.

```lean
/-- Product rule for a moving Hamiltonian acting on a moving state. -/
theorem hasDerivAt_apply {H : ℝ → V →L[ℂ] V} {H' : V →L[ℂ] V} {ψ : ℝ → V} {ψ' : V}
    {t₀ : ℝ} (hH : HasDerivAt H H' t₀) (hψ : HasDerivAt ψ ψ' t₀) :
    HasDerivAt (fun t => H t (ψ t)) (H' (ψ t₀) + H t₀ ψ') t₀ :=
  ((ContinuousLinearMap.restrictScalarsL ℂ V V ℝ ℝ).hasFDerivAt.comp_hasDerivAt t₀
    hH).clm_apply hψ
```

Applying the product rule once more, to the inner product, gives

E' = Re⟨ψ,H'ψ⟩ + Re⟨ψ,Hψ'⟩ + Re⟨ψ',Hψ⟩.

Since H is symmetric at t₀, ⟨ψ,Hψ'⟩ = ⟨Hψ,ψ'⟩, which is the complex conjugate of ⟨ψ',Hψ⟩. The last two terms therefore have equal real parts:

E' = Re⟨ψ,H'ψ⟩ + 2 Re⟨ψ',Hψ⟩.

Differentiating ⟨ψ,ψ⟩ = 1 gives

⟨ψ,ψ'⟩ + ⟨ψ',ψ⟩ = 2 Re⟨ψ',ψ⟩ = 0.

Subtracting 2E Re⟨ψ',ψ⟩, which is zero, brings in the residual:

E' = Re⟨ψ,H'ψ⟩ + 2 Re⟨ψ',(H − E)ψ⟩.

No variational condition has been used so far. If ψ is an exact eigenvector at t₀, the residual is zero and the Hellmann–Feynman expression remains.

In the next theorem, `hsym` is the symmetry of H at t₀ and `hn` is the unit norm at every t. Steps `h1` to `h4` differentiate the norm and obtain Re⟨ψ',ψ⟩ = 0. Steps `h5` and `h6` differentiate the energy, and the closing rewrite uses symmetry to collect the terms as above.

```lean
/-- Along a path of unit vectors differentiable at `t₀`, with `H` differentiable and symmetric
there, the derivative of the energy is the expectation value of `H'` plus twice the real part of the
overlap of `ψ'` with the residual. -/
theorem energy_hasDerivAt {H : ℝ → V →L[ℂ] V} {H' : V →L[ℂ] V} {ψ : ℝ → V} {ψ' : V}
    {t₀ : ℝ} (hH : HasDerivAt H H' t₀) (hψ : HasDerivAt ψ ψ' t₀)
    (hsym : ∀ x y, inner ℂ (H t₀ x) y = inner ℂ x (H t₀ y)) (hn : ∀ t, ‖ψ t‖ = 1) :
    HasDerivAt (fun t => energy (H t) (ψ t))
      (energy H' (ψ t₀) + 2 * (inner ℂ ψ' (residual (H t₀) (ψ t₀))).re) t₀ := by
  have re_symm : ∀ x y : V, (inner ℂ x y).re = (inner ℂ y x).re := fun x y => by
    rw [← inner_conj_symm x y, Complex.conj_re]
  -- conservation of the norm
  have h1 : (fun t => inner ℂ (ψ t) (ψ t)) = fun _ => (1 : ℂ) := by
    funext t
    rw [inner_self_eq_norm_sq_to_K, hn t]
    simp
  have h2 := hψ.inner ℂ hψ
  rw [h1] at h2
  have h3 := congrArg Complex.re (h2.unique (hasDerivAt_const t₀ (1 : ℂ)))
  rw [Complex.add_re, re_symm (ψ t₀) ψ', Complex.zero_re] at h3
  have h4 : (inner ℂ ψ' (ψ t₀)).re = 0 := by linarith
  -- product rule for the energy
  have h5 := hψ.inner ℂ (hasDerivAt_apply hH hψ)
  have h6 : HasDerivAt (fun t => energy (H t) (ψ t))
      (inner ℂ (ψ t₀) (H' (ψ t₀) + H t₀ ψ') + inner ℂ ψ' (H t₀ (ψ t₀))).re t₀ :=
    Complex.reCLM.hasFDerivAt.comp_hasDerivAt t₀ h5
  refine h6.congr_deriv ?_
  rw [residual, inner_sub_right, inner_smul_right, Complex.sub_re, Complex.re_ofReal_mul,
    h4, inner_add_right, Complex.add_re, Complex.add_re, ← hsym (ψ t₀) ψ',
    re_symm (H t₀ (ψ t₀)) ψ', energy]
  ring
```

## Why the coefficient response disappears

The trial state changes through its coefficients and through its basis functions:

ψ' = Σᵢ cᵢ' φᵢ + Σᵢ cᵢ φᵢ'.

Lean writes the two sums as `trial c' (φ t₀)` and `trial (c t₀) φ'`. The proof differentiates each product cᵢφᵢ and adds the results.

```lean
/-- The trial state moves through its coefficients and through its basis functions. -/
theorem trial_hasDerivAt {c : ℝ → ι → ℂ} {c' : ι → ℂ} {φ : ℝ → ι → V} {φ' : ι → V}
    {t₀ : ℝ} (hc : ∀ i, HasDerivAt (fun t => c t i) (c' i) t₀)
    (hφ : ∀ i, HasDerivAt (fun t => φ t i) (φ' i) t₀) :
    HasDerivAt (fun t => trial (c t) (φ t)) (trial c' (φ t₀) + trial (c t₀) φ') t₀ := by
  have h : ∀ i ∈ Finset.univ, HasDerivAt (fun t => c t i • φ t i)
      (c t₀ i • φ' i + c' i • φ t₀ i) t₀ := fun i _ => (hc i).smul (hφ i)
  refine (HasDerivAt.fun_sum h).congr_deriv ?_
  rw [Finset.sum_add_distrib, add_comm]
  rfl
```

The first sum lies in the span of the basis at t₀. If r is orthogonal to every φᵢ, then for any coefficients aᵢ, with a bar for complex conjugation,

⟨Σᵢ aᵢφᵢ,r⟩ = Σᵢ āᵢ⟨φᵢ,r⟩ = 0.

```lean
/-- A vector orthogonal to every basis function is orthogonal to every trial state. -/
theorem inner_trial_eq_zero (a : ι → ℂ) {φ : ι → V} {r : V}
    (h : ∀ i, inner ℂ (φ i) r = 0) : inner ℂ (trial a φ) r = 0 := by
  rw [trial, sum_inner]
  exact Finset.sum_eq_zero fun i _ => by rw [inner_smul_left, h i, mul_zero]
```

With aᵢ = cᵢ', the coefficient part of ψ' contributes nothing to the energy derivative. What remains is

E' = Re⟨ψ,H'ψ⟩ + 2 Re⟨Σᵢ cᵢφᵢ',(H − E)ψ⟩.

The second term is the Pulay term. The theorem assumes that the derivatives cᵢ' exist, but their values do not enter the result.

In the theorem, `hc` and `hφ` give the derivatives of the coefficients and basis functions, and `hG` is the variational condition at t₀. Its conclusion says that the energy is differentiable at t₀ and has the stated derivative. The proof inserts the split of ψ' into the general energy formula and removes the coefficient part with the preceding lemma.

```lean
/-- Pulay's formula for a normalised trial state and a Hamiltonian symmetric at `t₀`, with
differentiable data: if the residual is orthogonal to the basis at `t₀`, the energy derivative is
the expectation value of `H'` plus `2 Re ⟨∑ cᵢ φᵢ', (H - E) ψ⟩`. -/
theorem pulay_formula {H : ℝ → V →L[ℂ] V} {H' : V →L[ℂ] V}
    {c : ℝ → ι → ℂ} {c' : ι → ℂ} {φ : ℝ → ι → V} {φ' : ι → V} {t₀ : ℝ}
    (hH : HasDerivAt H H' t₀) (hc : ∀ i, HasDerivAt (fun t => c t i) (c' i) t₀)
    (hφ : ∀ i, HasDerivAt (fun t => φ t i) (φ' i) t₀)
    (hsym : ∀ x y, inner ℂ (H t₀ x) y = inner ℂ x (H t₀ y))
    (hn : ∀ t, ‖trial (c t) (φ t)‖ = 1)
    (hG : ∀ i, inner ℂ (φ t₀ i) (residual (H t₀) (trial (c t₀) (φ t₀))) = 0) :
    HasDerivAt (fun t => energy (H t) (trial (c t) (φ t)))
      (energy H' (trial (c t₀) (φ t₀)) + 2 * (inner ℂ (trial (c t₀) φ')
        (residual (H t₀) (trial (c t₀) (φ t₀)))).re) t₀ := by
  refine (energy_hasDerivAt hH (trial_hasDerivAt hc hφ) hsym hn).congr_deriv ?_
  -- the response of the coefficients drops out
  rw [inner_add_left, inner_trial_eq_zero c' hG, zero_add]
```

Several physical assumptions enter as hypotheses. Differentiability of the coefficients is assumed and not derived from the eigenvalue problem; at a level crossing, for example, a smooth choice of state needs its own argument. Boundedness suits a Hamiltonian represented on a finite-dimensional space that stays the same for all t, whereas the kinetic energy operator in continuous space is unbounded. The trial state is linear in its coefficients, and the energy is the expectation value of a linear operator. The theorem therefore does not treat Hartree–Fock, where the determinant is not linear in the orbital coefficients, or Kohn–Sham theory, where the total energy contains a nonlinear functional of the density.

Normalisation could also have been built into the energy, by defining E = Re⟨ψ,Hψ⟩/⟨ψ,ψ⟩ for ψ ≠ 0. The unit-norm hypothesis would then go, the residual would use this quotient as E, and both terms of the derivative would be divided by ⟨ψ,ψ⟩. The price would be a quotient rule in the proof and denominators in the energy and its derivative.

## Matrix elements for the correction

Expanding both sums in the Pulay overlap gives

⟨Σᵢ cᵢφᵢ',(A − E)ψ⟩ = Σᵢ Σⱼ c̄ᵢcⱼ (⟨φᵢ',Aφⱼ⟩ − E⟨φᵢ',φⱼ⟩).

The correction is twice the real part of this double sum. It needs Hamiltonian and overlap matrix elements with the left basis function differentiated. The overlap part is present because the basis functions may change their norms and mutual overlaps as they move.

The identity is purely algebraic: `φ'` may be any family of vectors, and neither symmetry nor the variational condition is required. The proof keeps E fixed as a number while it expands the two sums, then compares them term by term.

```lean
/-- The overlap in the Pulay term, written with the matrix elements of the Hamiltonian
and the overlaps between basis derivatives and basis functions. -/
theorem pulay_matrix_form (A : V →L[ℂ] V) (c : ι → ℂ) (φ φ' : ι → V) :
    inner ℂ (trial c φ') (residual A (trial c φ)) =
      ∑ i, ∑ j, conj (c i) * c j * (inner ℂ (φ' i) (A (φ j))
        - (energy A (trial c φ) : ℂ) * inner ℂ (φ' i) (φ j)) := by
  unfold residual
  generalize energy A (trial c φ) = e
  unfold trial
  rw [sum_inner]
  refine Finset.sum_congr rfl fun i _ => ?_
  rw [inner_smul_left, inner_sub_right, inner_smul_right, map_sum, inner_sum, inner_sum,
    Finset.mul_sum, ← Finset.sum_sub_distrib, Finset.mul_sum]
  refine Finset.sum_congr rfl fun j _ => ?_
  rw [map_smul, inner_smul_right, inner_smul_right]
  ring
```

## A basis whose motion stays in its own span

Suppose that each φᵢ' is a linear combination of the φⱼ. The variational condition makes r orthogonal to all such combinations, so ⟨φᵢ',r⟩ = 0 for every i, and the Pulay term vanishes.

This covers a fixed basis, for which φᵢ' = 0, such as plane waves in a fixed cell when only the nuclei move. It also covers a finite basis that spans the whole of V. An incomplete basis may move too, provided that its derivatives at t₀ stay in its span.

The hypothesis `hspan` expresses this condition. The proof extends orthogonality from the basis functions to their span by checking zero, sums and scalar multiples.

```lean
/-- The Pulay term vanishes when the derivative of each basis function lies in the span
of the basis and the residual is orthogonal to the basis. -/
theorem pulay_term_eq_zero (A : V →L[ℂ] V) (c : ι → ℂ) {φ φ' : ι → V}
    (hG : ∀ i, inner ℂ (φ i) (residual A (trial c φ)) = 0)
    (hspan : ∀ i, φ' i ∈ Submodule.span ℂ (Set.range φ)) :
    2 * (inner ℂ (trial c φ') (residual A (trial c φ))).re = 0 := by
  have key : ∀ x ∈ Submodule.span ℂ (Set.range φ),
      inner ℂ x (residual A (trial c φ)) = 0 := by
    intro x hx
    induction hx using Submodule.span_induction with
    | mem x h => obtain ⟨i, rfl⟩ := h; exact hG i
    | zero => exact inner_zero_left _
    | add x y _ _ h1 h2 => rw [inner_add_left, h1, h2, add_zero]
    | smul a x _ h => rw [inner_smul_left, h, mul_zero]
  rw [inner_trial_eq_zero c fun i => key _ (hspan i), Complex.zero_re, mul_zero]
```

## One rotating orbital under a fixed Hamiltonian

A two-level example shows that the correction can be the whole derivative. Let e and f be orthonormal, and take the time-independent Hamiltonian

H = |e⟩⟨e|, with Hx = ⟨e,x⟩e.

```lean
/-- The Hamiltonian `|e⟩⟨e|`. -/
def projector (e : V) : V →L[ℂ] V := (innerSL ℂ e).smulRight e
```

The basis consists of a single function that rotates in the plane of e and f, with constant coefficient 1:

ψ(t) = φ(t) = cos t e + sin t f.

```lean
/-- The orbital `cos t e + sin t f`. -/
def rotating (e f : V) (t : ℝ) : V := (Real.cos t : ℂ) • e + (Real.sin t : ℂ) • f
```

Here Hψ = cos t e, so E = cos² t. The residual is

r = (cos t − cos³ t) e − cos² t sin t f
  = cos t sin² t e − cos² t sin t f.

It is orthogonal to the single basis function:

⟨φ,r⟩ = cos² t sin² t − cos² t sin² t = 0.

The derivative of the orbital is φ' = −sin t e + cos t f, and hence

2 Re⟨φ',r⟩ = −2 sin³ t cos t − 2 cos³ t sin t
  = −2 sin t cos t
  = −sin 2t.

Since H' = 0, the Hellmann–Feynman term is zero. The Pulay term agrees with the direct derivative of E = cos² t. With only one basis function, normalisation fixes the coefficient up to a phase, and the variational condition then holds automatically. The energy still changes as the function rotates.

The theorem has five parts, valid at every t: symmetry of the Hamiltonian, unit norm of the orbital, its derivative, orthogonality of the residual, and the value of the Pulay term. Inside the proof, `hin` computes inner products of real combinations of e and f, `hE` gives the energy, and `hres` gives the residual in the form above. The identity sin² t + cos² t = 1 then settles the orthogonality.

```lean
/-- For orthonormal `e`, `f`, the fixed Hamiltonian `|e⟩⟨e|` and the single rotating orbital
meet the conditions of Pulay's formula, with Pulay term `-sin 2t`. -/
theorem rotating_witness {e f : V} (he : ‖e‖ = 1) (hf : ‖f‖ = 1)
    (hef : inner ℂ e f = 0) (t : ℝ) :
    (∀ x y, inner ℂ (projector e x) y = inner ℂ x (projector e y)) ∧
    ‖rotating e f t‖ = 1 ∧
    HasDerivAt (rotating e f)
      (((-Real.sin t : ℝ) : ℂ) • e + (Real.cos t : ℂ) • f) t ∧
    inner ℂ (rotating e f t) (residual (projector e) (rotating e f t)) = 0 ∧
    2 * (inner ℂ (((-Real.sin t : ℝ) : ℂ) • e + (Real.cos t : ℂ) • f)
      (residual (projector e) (rotating e f t))).re = -Real.sin (2 * t) := by
  have hP : ∀ x, projector e x = inner ℂ e x • e := fun x => rfl
  have hee : inner ℂ e e = 1 := by rw [inner_self_eq_norm_sq_to_K, he]; simp
  have hff : inner ℂ f f = 1 := by rw [inner_self_eq_norm_sq_to_K, hf]; simp
  have hfe : inner ℂ f e = 0 := by rw [← inner_conj_symm, hef, map_zero]
  have hin : ∀ a b c d : ℝ, inner ℂ ((a : ℂ) • e + (b : ℂ) • f)
      ((c : ℂ) • e + (d : ℂ) • f) = ((a * c + b * d : ℝ) : ℂ) := by
    intro a b c d
    simp only [inner_add_left, inner_add_right, inner_smul_left, inner_smul_right,
      hee, hff, hef, hfe, Complex.conj_ofReal]
    push_cast
    ring
  have hsc := Real.sin_sq_add_cos_sq t
  have hPr : projector e (rotating e f t) =
      (Real.cos t : ℂ) • e + ((0 : ℝ) : ℂ) • f := by
    rw [hP, rotating, inner_add_right, inner_smul_right, inner_smul_right, hee, hef]
    simp
  have hE : energy (projector e) (rotating e f t) = Real.cos t ^ 2 := by
    rw [energy, hPr, rotating, hin, Complex.ofReal_re]
    ring
  -- the residual in the basis e, f
  have hres : residual (projector e) (rotating e f t) =
      ((Real.cos t - Real.cos t ^ 3 : ℝ) : ℂ) • e
        + ((-(Real.cos t ^ 2 * Real.sin t) : ℝ) : ℂ) • f := by
    rw [residual, hE, hPr, rotating]
    push_cast
    module
  refine ⟨fun x y => ?_, ?_, ?_, ?_, ?_⟩
  · rw [hP, hP, inner_smul_left, inner_smul_right, inner_conj_symm]
    ring
  · have h := hin (Real.cos t) (Real.sin t) (Real.cos t) (Real.sin t)
    rw [← rotating, inner_self_eq_norm_sq_to_K] at h
    have h' : ‖rotating e f t‖ ^ 2 =
        Real.cos t * Real.cos t + Real.sin t * Real.sin t := by
      apply Complex.ofReal_injective
      rw [Complex.ofReal_pow]
      exact h
    have h1 : ‖rotating e f t‖ ^ 2 = 1 := by linarith
    exact (pow_eq_one_iff_of_nonneg (norm_nonneg _) two_ne_zero).mp h1
  · exact ((Real.hasDerivAt_cos t).ofReal_comp.smul_const e).add
      ((Real.hasDerivAt_sin t).ofReal_comp.smul_const f)
  · rw [hres, rotating, hin, Complex.ofReal_eq_zero]
    linear_combination (-Real.cos t ^ 2) * hsc
  · rw [hres, hin, Complex.ofReal_re, Real.sin_two_mul]
    ring

end

end PulayCorrection
```

```lean
#print axioms PulayCorrection.pulay_formula
#print axioms PulayCorrection.pulay_matrix_form
#print axioms PulayCorrection.pulay_term_eq_zero
```

```
'PulayCorrection.pulay_formula' depends on axioms: [propext, Classical.choice, Quot.sound]
'PulayCorrection.pulay_matrix_form' depends on axioms: [propext, Classical.choice, Quot.sound]
'PulayCorrection.pulay_term_eq_zero' depends on axioms: [propext, Classical.choice, Quot.sound]
```
